# Modulo a prime p, the pⁿ-th power of a translation-invariant hopping Hamiltonian on pⁿ sites is the sum of its hoppings times the identity

The theorem `hamiltonian_pow` concerns a single particle on a finite periodic cell, whose pⁿ sites form an abelian group, with p prime. The Hamiltonian has matrix elements H(x,y) = h(x−y), where the hoppings h, including the on-site term h(0), are integers modulo p rather than complex numbers. It states that H raised to the power pⁿ equals the sum of all the hoppings times the identity matrix. The attempt writes H as a sum of translations weighted by their hoppings and shows, by induction on the set of terms, that the pⁿ-th power of the sum is the sum of the pⁿ-th powers. Each translation repeated pⁿ times is the identity, and each hopping is unchanged by the pⁿ-th power modulo p.

This version doesn't compile in Lean 4 with Mathlib:

```lean
import Mathlib

open Matrix

namespace HamiltonianPow

variable {G : Type*} [AddCommGroup G] [Fintype G] [DecidableEq G]

/-- The translation-invariant Hamiltonian with matrix elements `H(x,y) = h(x-y)`. -/
def hamiltonian {R : Type*} (h : G → R) : Matrix G G R :=
  Matrix.of fun x y => h (x - y)

/-- The matrix that translates a state by the lattice vector `a`. -/
def translation (R : Type*) [CommRing R] (a : G) : Matrix G G R :=
  Matrix.of fun x y => if x = a + y then 1 else 0

/-- Two successive translations compose to the translation by the sum of the vectors. -/
theorem translation_mul (R : Type*) [CommRing R] (a b : G) :
    translation R a * translation R b = translation R (a + b) := by
  ext x y
  simp only [Matrix.mul_apply, translation, Matrix.of_apply, mul_ite, mul_one, mul_zero,
    Finset.sum_ite_eq', Finset.mem_univ, if_true, add_assoc]

/-- Translating `m` times by `a` is the translation by `m a`. -/
theorem translation_pow (R : Type*) [CommRing R] (a : G) (m : ℕ) :
    translation R a ^ m = translation R (m • a) := by
  induction m with
  | zero =>
    ext x y
    simp [translation, Matrix.one_apply]
  | succ m ih => rw [pow_succ, ih, translation_mul, succ_nsmul]

/-- The Hamiltonian is the sum of all translations weighted by their hoppings. -/
theorem hamiltonian_eq_sum {R : Type*} [CommRing R] (h : G → R) :
    hamiltonian h = ∑ a, h a • translation R a := by
  ext x y
  have key : ∀ a : G, (x = a + y) ↔ (a = x - y) := fun a => by
    rw [eq_sub_iff_add_eq]
    exact eq_comm
  simp only [hamiltonian, translation, Matrix.sum_apply, Matrix.smul_apply, Matrix.of_apply,
    key, smul_eq_mul, mul_ite, mul_one, mul_zero, Finset.sum_ite_eq', Finset.mem_univ, if_true]

/-- On a cell of `p^n` sites, `p` prime, with hoppings taken modulo `p`, the `p^n`-th power
of the Hamiltonian is the sum of the hoppings times the identity. -/
theorem hamiltonian_pow {p n : ℕ} [hp : Fact p.Prime] (hG : Fintype.card G = p ^ n)
    (h : G → ZMod p) : hamiltonian h ^ p ^ n = (∑ x, h x) • (1 : Matrix G G (ZMod p)) := by
  -- modulo p, the power of a sum of commuting terms is the sum of the powers
  have frob : ∀ s : Finset G, (∑ a ∈ s, h a • translation (ZMod p) a) ^ p ^ n
      = ∑ a ∈ s, (h a • translation (ZMod p) a) ^ p ^ n := by
    intro s
    induction s using Finset.induction_on with
    | empty =>
      rw [Finset.sum_empty, Finset.sum_empty, zero_pow (pow_ne_zero n hp.out.ne_zero)]
    | insert a s ha ih =>
      have hc : Commute (h a • translation (ZMod p) a)
          (∑ b ∈ s, h b • translation (ZMod p) b) := by
        refine Commute.sum_right _ _ _ fun b _ => ?_
        have hab : Commute (translation (ZMod p) a) (translation (ZMod p) b) := by
          change _ * _ = _ * _
          rw [translation_mul, translation_mul, add_comm]
        exact (hab.smul_left _).smul_right _
      obtain ⟨r, hr⟩ := hc.exists_add_pow_prime_pow_eq hp.out n
      have hz : (p : Matrix G G (ZMod p)) * r = 0 := by
        rw [← nsmul_eq_mul]
        ext i j
        simp [Matrix.smul_apply]
      rw [Finset.sum_insert ha, Finset.sum_insert ha, hr, hz, add_zero, ih]
  rw [hamiltonian_eq_sum, frob, Finset.sum_smul]
  refine Finset.sum_congr rfl fun a _ => ?_
  -- p^n equal steps lead back to the starting site
  have hcycle : p ^ n • a = 0 := by
    rw [← hG]
    exact card_nsmul_eq_zero
  have hone : translation (ZMod p) (0 : G) = 1 := by
    rw [← zero_nsmul (0 : G), ← translation_pow, pow_zero]
  rw [smul_pow, translation_pow, hcycle, hone, ZMod.pow_card_pow]

end HamiltonianPow
```

The compiler's answer:

```
Main.lean:67:58: error: Tactic `rewrite` failed: Did not find an occurrence of the pattern
  ↑p * r
in the target expression
  (h a • translation (ZMod p) a) ^ p ^ n + (∑ b ∈ s, h b • translation (ZMod p) b) ^ p ^ n +
      (↑p * h a • translation (ZMod p) a * ∑ b ∈ s, h b • translation (ZMod p) b) * r =
    (h a • translation (ZMod p) a) ^ p ^ n + ∑ x ∈ s, (h x • translation (ZMod p) x) ^ p ^ n

case insert
G : Type u_1
inst✝² : AddCommGroup G
inst✝¹ : Fintype G
inst✝ : DecidableEq G
p n : ℕ
hp : Fact (Nat.Prime p)
hG : Fintype.card G = p ^ n
h : G → ZMod p
a : G
s : Finset G
ha : a ∉ s
ih : (∑ a ∈ s, h a • translation (ZMod p) a) ^ p ^ n = ∑ a ∈ s, (h a • translation (ZMod p) a) ^ p ^ n
hc : Commute (h a • translation (ZMod p) a) (∑ b ∈ s, h b • translation (ZMod p) b)
r : Matrix G G (ZMod p)
hr :
  (h a • translation (ZMod p) a + ∑ b ∈ s, h b • translation (ZMod p) b) ^ p ^ n =
    (h a • translation (ZMod p) a) ^ p ^ n + (∑ b ∈ s, h b • translation (ZMod p) b) ^ p ^ n +
      (↑p * h a • translation (ZMod p) a * ∑ b ∈ s, h b • translation (ZMod p) b) * r
hz : ↑p * r = 0
⊢ (h a • translation (ZMod p) a) ^ p ^ n + (∑ b ∈ s, h b • translation (ZMod p) b) ^ p ^ n +
      (↑p * h a • translation (ZMod p) a * ∑ b ∈ s, h b • translation (ZMod p) b) * r =
    (h a • translation (ZMod p) a) ^ p ^ n + ∑ x ∈ s, (h x • translation (ZMod p) x) ^ p ^ n
```

The error is in the induction step, at the rewrite with `hz`. The lemma `exists_add_pow_prime_pow_eq` expands the power of a sum x + y into the two separate powers plus a remainder, which is grouped as ((p · x) · y) · r. The attempt had proved `hz : ↑p * r = 0`, which is true, but `rw` looks for the product `↑p * r` itself, and in the remainder p is multiplied by x, not by r. Hence the message that the pattern was not found.

The repair makes two changes that work together. `hz` now says that p times any matrix `M` is zero, with `intro M` added to its proof. Two rewrites with `mul_assoc` then regroup the remainder so that p stands in front of the product of everything else. That product can serve as `M`, so `hz` turns the remainder into zero and `add_zero` removes it.

The reworded comment, which now specifies pⁿ-th powers, is mere tidying.

The repair, with which the file compiles:

```diff
@@ -45,5 +45,5 @@
 theorem hamiltonian_pow {p n : ℕ} [hp : Fact p.Prime] (hG : Fintype.card G = p ^ n)
     (h : G → ZMod p) : hamiltonian h ^ p ^ n = (∑ x, h x) • (1 : Matrix G G (ZMod p)) := by
-  -- modulo p, the power of a sum of commuting terms is the sum of the powers
+  -- modulo p, the p^n-th power of a sum of commuting terms is the sum of their p^n-th powers
   have frob : ∀ s : Finset G, (∑ a ∈ s, h a • translation (ZMod p) a) ^ p ^ n
       = ∑ a ∈ s, (h a • translation (ZMod p) a) ^ p ^ n := by
@@ -61,9 +61,10 @@
         exact (hab.smul_left _).smul_right _
       obtain ⟨r, hr⟩ := hc.exists_add_pow_prime_pow_eq hp.out n
-      have hz : (p : Matrix G G (ZMod p)) * r = 0 := by
+      have hz : ∀ M : Matrix G G (ZMod p), (p : Matrix G G (ZMod p)) * M = 0 := by
+        intro M
         rw [← nsmul_eq_mul]
         ext i j
         simp [Matrix.smul_apply]
-      rw [Finset.sum_insert ha, Finset.sum_insert ha, hr, hz, add_zero, ih]
+      rw [Finset.sum_insert ha, Finset.sum_insert ha, hr, mul_assoc, mul_assoc, hz, add_zero, ih]
   rw [hamiltonian_eq_sum, frob, Finset.sum_smul]
   refine Finset.sum_congr rfl fun a _ => ?_
```
